# With pairs ordered by site, every singlet product of 2n spins 1/2 is a non-negative integer sum of non-crossing ones

Six singly occupied orbitals in a ring can be paired into singlets in 15 ways. If the sites are drawn on a circle and each pair as a chord, only five of these pairings have no crossing chords. Do the other ten add anything to a wavefunction expansion?

## Two crossed pairs equal a sum of two uncrossed pairings

Let $s_i$ be the spin at site $i$, and let $[ij]$ be the normalised singlet amplitude: $1/\sqrt2$ for $s_i=\uparrow, s_j=\downarrow$, $-1/\sqrt2$ for the reverse, and zero for equal spins. For sites $a<b<c<d$,

$$[ac][bd]=[ab][cd]+[ad][bc].$$

Write every pair with its lower-numbered site first. Repeated use of this identity then turns any product of singlet pairs into a sum of non-crossing products with non-negative integer coefficients. The crossing structures therefore add nothing to the span.

## Redundant structures in a valence-bond expansion

For a fixed product of singly occupied orbitals, a valence-bond code can restrict its singlet-paired spin functions to the non-crossing ones without losing any state in their span. Adding a crossing structure to the full non-crossing set makes the overlap matrix singular.

Number the six sites 0 to 5 and take the pairing 03, 14, 25, in which all chords cross. Repeated uncrossing gives

$$\begin{aligned}[03][14][25]={}&[01][23][45]+[01][25][34]+[03][12][45]\\&+[05][12][34]+[05][14][23].\end{aligned}$$

If this structure has coefficient $x$ in a wavefunction, it can be deleted once $x$ is added to each of the five non-crossing coefficients. This holds for the signs and normalisation used here; a code that orders the pairs differently or rescales each structure must convert the coefficients first.

## Uncrossing lowers a weight, so it ends

Write $[ij]=(u_iv_j-v_iu_j)/\sqrt2$, where $u_i$ is 1 for spin up and 0 otherwise, and $v_i=1-u_i$. Twice the right-hand side of the identity is

$$(u_av_b-v_au_b)(u_cv_d-v_cu_d)+(u_av_d-v_au_d)(u_bv_c-v_bu_c).$$

On expansion, the terms $u_av_bu_cv_d$ and $v_au_bv_cu_d$ cancel, which leaves

$$u_au_bv_cv_d-u_av_bv_cu_d-v_au_bu_cv_d+v_av_bu_cu_d=(u_av_c-v_au_c)(u_bv_d-v_bu_d).$$

This is twice the left-hand side. Multiplying by the amplitudes of the untouched pairs gives the relation for the whole state.

Uncrossing one pair of chords can leave other crossings, so termination needs an argument. With $N$ sites, give a chord between $i<j$ the weight $l(N-l)$, where $l=j-i$. Set $p=b-a$, $q=c-b$, $t=d-c$ and $w=N-(d-a)$, all positive, with sum $N$. The crossed chords weigh

$$(p+q)(t+w)+(q+t)(p+w).$$

The pairing $ab,cd$ weighs $p(q+t+w)+t(p+q+w)$, which is less by $2qw$. The pairing $ad,bc$ weighs $(p+q+t)w+q(p+t+w)$, which is less by $2pt$. The total weight is a non-negative integer, so the process stops, and it can stop only when no crossing is left.

In Lean 4 with Mathlib:

```lean
import Mathlib

namespace RumerUncrossing

variable {N : ℕ}

/-- A perfect matching of `N` sites: `σ i` is the partner of site `i`, and no site is its own
partner. -/
def IsPerfectMatching (σ : Fin N → Fin N) : Prop := ∀ i, σ (σ i) = i ∧ σ i ≠ i

/-- For a perfect matching `σ`: no two chords cross when the sites are numbered in order around a
circle. -/
def NonCrossing (σ : Fin N → Fin N) : Prop := ∀ a b, ¬ (a < b ∧ b < σ a ∧ σ a < σ b)

/-- Amplitudes of the normalised singlet of two spins 1/2 (`true` is up, `false` is down). -/
noncomputable def singletPair : Bool → Bool → ℂ
  | true, false => 1 / (Real.sqrt 2 : ℂ)
  | false, true => -(1 / (Real.sqrt 2 : ℂ))
  | _, _ => 0

/-- The valence-bond state of a perfect matching `σ`: the product of singlets over its pairs, each
pair taken with the lower-numbered site first. -/
noncomputable def valenceBond (σ : Fin N → Fin N) : (Fin N → Bool) → ℂ :=
  fun s => ∏ i with i < σ i, singletPair (s i) (s (σ i))

/-- The structure obtained from `σ` by exchanging the roles of the sites `x` and `y`. -/
def reconnect (σ : Fin N → Fin N) (x y : Fin N) : Fin N → Fin N :=
  fun i => Equiv.swap x y (σ (Equiv.swap x y i))

/-- The weight `l (N - l)` of a chord of length `l = j - i`. -/
def chordWeight (i j : Fin N) : ℤ := ((j.val : ℤ) - i.val) * (N - ((j.val : ℤ) - i.val))

/-- The total weight of the chords of a perfect matching `σ`, each counted once. -/
def weight (σ : Fin N → Fin N) : ℤ := ∑ i with i < σ i, chordWeight i (σ i)

/-- Four-spin identity: two crossed singlet pairs are the sum of the two uncrossed pairings. -/
theorem singletPair_uncross (a b c d : Bool) :
    singletPair a c * singletPair b d =
      singletPair a b * singletPair c d + singletPair a d * singletPair b c := by
  cases a <;> cases b <;> cases c <;> cases d <;> simp only [singletPair] <;> ring

/-- Exchanging the roles of two sites turns a perfect matching into a perfect matching. -/
theorem reconnect_matching {σ : Fin N → Fin N} (hσ : IsPerfectMatching σ) (x y : Fin N) :
    IsPerfectMatching (reconnect σ x y) := by
  have h1 : ∀ i, σ (σ i) = i := fun i => (hσ i).1
  intro i
  refine ⟨by simp only [reconnect, Equiv.swap_apply_self, h1], fun h => ?_⟩
  apply (hσ (Equiv.swap x y i)).2
  have h2 := congrArg (Equiv.swap x y) h
  simpa only [reconnect, Equiv.swap_apply_self] using h2

/-- A product over all sites splits into four chosen sites and the rest. -/
@[to_additive /-- A sum over all sites splits into four chosen sites and the rest. -/]
theorem prod_four {M : Type*} [CommMonoid M] (f : Fin N → M) {a b c d : Fin N}
    (hab : a < b) (hbc : b < c) (hcd : c < d) :
    ∏ i, f i = f a * (f b * (f c * f d)) * ∏ i ∈ Finset.univ \ {a, b, c, d}, f i := by
  have ha : a ∉ ({b, c, d} : Finset (Fin N)) := by
    simp [hab.ne, (hab.trans hbc).ne, (hab.trans (hbc.trans hcd)).ne]
  have hb : b ∉ ({c, d} : Finset (Fin N)) := by simp [hbc.ne, (hbc.trans hcd).ne]
  have hc : c ∉ ({d} : Finset (Fin N)) := by simp [hcd.ne]
  have h4 : ∏ i ∈ ({a, b, c, d} : Finset (Fin N)), f i = f a * (f b * (f c * f d)) := by
    rw [Finset.prod_insert ha, Finset.prod_insert hb, Finset.prod_insert hc,
      Finset.prod_singleton]
  rw [← h4, mul_comm]
  exact (Finset.prod_sdiff (Finset.subset_univ _)).symm

/-- When crossing chords `a-c` and `b-d` of a perfect matching are reconnected, a product over
chords changes only in the factors of these two chords. -/
@[to_additive /-- When crossing chords `a-c` and `b-d` of a perfect matching are reconnected, a
sum over chords changes only in the terms of these two chords. -/]
theorem prod_reconnect {M : Type*} [CommMonoid M] (G : Fin N → Fin N → M)
    {σ : Fin N → Fin N} (hσ : IsPerfectMatching σ) {a b c d : Fin N}
    (hab : a < b) (hbc : b < c) (hcd : c < d) (sa : σ a = c) (sb : σ b = d) :
    ∃ r : M, ∏ i with i < σ i, G i (σ i) = G a c * G b d * r ∧
      ∏ i with i < reconnect σ b c i, G i (reconnect σ b c i) = G a b * G c d * r ∧
      ∏ i with i < reconnect σ a b i, G i (reconnect σ a b i) = G a d * G b c * r := by
  have sc : σ c = a := by rw [← sa]; exact (hσ a).1
  have sd : σ d = b := by rw [← sb]; exact (hσ b).1
  have hac := hab.trans hbc
  have hbd := hbc.trans hcd
  have had := hab.trans hbd
  have e : (reconnect σ b c a = b ∧ reconnect σ b c b = a ∧ reconnect σ b c c = d ∧
      reconnect σ b c d = c) ∧ reconnect σ a b a = d ∧ reconnect σ a b b = c ∧
      reconnect σ a b c = b ∧ reconnect σ a b d = a := by
    simp [reconnect, Equiv.swap_apply_def, sa, sb, sc, sd, hab.ne, hbc.ne', hcd.ne', hac.ne,
      hac.ne', hbd.ne', had.ne']
  -- away from the four sites the partners are unchanged
  have out : ∀ i ∈ Finset.univ \ ({a, b, c, d} : Finset (Fin N)),
      reconnect σ b c i = σ i ∧ reconnect σ a b i = σ i := by
    intro i hi
    simp only [Finset.mem_sdiff, Finset.mem_univ, true_and, Finset.mem_insert,
      Finset.mem_singleton, not_or] at hi
    obtain ⟨ia, ib, ic, id⟩ := hi
    have ja : σ i ≠ a := fun h => ic ((hσ i).1.symm.trans (by rw [h, sa]))
    have jb : σ i ≠ b := fun h => id ((hσ i).1.symm.trans (by rw [h, sb]))
    have jc : σ i ≠ c := fun h => ia ((hσ i).1.symm.trans (by rw [h, sc]))
    constructor <;> simp [reconnect, Equiv.swap_apply_def, ia, ib, ic, ja, jb, jc]
  simp only [Finset.prod_filter]
  refine ⟨∏ i ∈ Finset.univ \ {a, b, c, d}, if i < σ i then G i (σ i) else 1,
    (prod_four _ hab hbc hcd).trans (congrArg₂ (· * ·) ?_ rfl),
    (prod_four _ hab hbc hcd).trans (congrArg₂ (· * ·) ?_
      (Finset.prod_congr rfl fun i hi => by simp only [(out i hi).1])),
    (prod_four _ hab hbc hcd).trans (congrArg₂ (· * ·) ?_
      (Finset.prod_congr rfl fun i hi => by simp only [(out i hi).2]))⟩ <;>
  simp only [e, sa, sb, sc, sd, hab, hbc, hcd, hac, hbd, had, lt_asymm hab, lt_asymm hbc,
    lt_asymm hcd, lt_asymm hac, lt_asymm hbd, lt_asymm had, ↓reduceIte, mul_one, one_mul]

/-- A valence-bond state with crossing chords is the sum of the two states in which these chords
are reconnected without crossing each other. -/
theorem valenceBond_uncross {σ : Fin N → Fin N} (hσ : IsPerfectMatching σ) {a b : Fin N}
    (hab : a < b) (hbc : b < σ a) (hcd : σ a < σ b) :
    valenceBond σ =
      valenceBond (reconnect σ b (σ a)) + valenceBond (reconnect σ a b) := by
  funext s
  obtain ⟨r, h0, h1, h2⟩ := prod_reconnect
    (fun i j => singletPair (s i) (s j)) hσ hab hbc hcd rfl rfl

  simp only [valenceBond, Pi.add_apply]
  rw [h0, h1, h2]
  linear_combination r * singletPair_uncross (s a) (s b) (s (σ a)) (s (σ b))

/-- Both ways of reconnecting two crossing chords strictly lower the total chord weight. -/
theorem weight_decreases {σ : Fin N → Fin N} (hσ : IsPerfectMatching σ) {a b : Fin N}
    (hab : a < b) (hbc : b < σ a) (hcd : σ a < σ b) :
    weight (reconnect σ b (σ a)) < weight σ ∧ weight (reconnect σ a b) < weight σ := by
  obtain ⟨r, h0, h1, h2⟩ := sum_reconnect chordWeight hσ hab hbc hcd rfl rfl
  have x1 : (a.val : ℤ) < b.val := Int.ofNat_lt.2 hab
  have x2 : (b.val : ℤ) < (σ a).val := Int.ofNat_lt.2 hbc
  have x3 : ((σ a).val : ℤ) < (σ b).val := Int.ofNat_lt.2 hcd
  have x4 : ((σ b).val : ℤ) < N := Int.ofNat_lt.2 (σ b).isLt
  have x5 : (0 : ℤ) < N - (σ b).val + a.val := by omega
  unfold weight
  rw [h0, h1, h2]
  simp only [chordWeight]
  constructor
  · nlinarith [mul_pos (sub_pos.2 x2) x5]
  · nlinarith [mul_pos (sub_pos.2 x1) (sub_pos.2 x3)]

/-- For `2n` spins 1/2 on a circle, the singlet product of any perfect matching is a combination
of singlet products of non-crossing perfect matchings, with non-negative integer coefficients. -/
theorem valenceBond_eq_sum_nonCrossing {n : ℕ} (σ : Fin (2 * n) → Fin (2 * n))
    (hσ : IsPerfectMatching σ) :
    ∃ k : (Fin (2 * n) → Fin (2 * n)) → ℕ,
      (∀ τ, k τ ≠ 0 → IsPerfectMatching τ ∧ NonCrossing τ) ∧
      valenceBond σ = ∑ τ, k τ • valenceBond τ := by
  have pos : ∀ τ : Fin (2 * n) → Fin (2 * n), 0 ≤ weight τ := by
    intro τ
    refine Finset.sum_nonneg fun i hi => ?_
    have h1 : (i.val : ℤ) < (τ i).val := Int.ofNat_lt.2 (Finset.mem_filter.1 hi).2
    have h2 : ((τ i).val : ℤ) < ((2 * n : ℕ) : ℤ) := Int.ofNat_lt.2 (τ i).isLt
    unfold chordWeight
    exact mul_nonneg (by omega) (by omega)
  induction hm : (weight σ).toNat using Nat.strong_induction_on generalizing σ with
  | _ m ih =>
    by_cases hc : NonCrossing σ
    · refine ⟨fun τ => if τ = σ then 1 else 0, fun τ hτ => ?_, by simp [ite_smul]⟩
      have h : τ = σ := by
        by_contra h
        exact hτ (if_neg h)
      rw [h]
      exact ⟨hσ, hc⟩
    · -- resolve one crossing and add the two expansions
      simp only [NonCrossing, not_forall, not_not] at hc
      obtain ⟨a, b, hab, hbc, hcd⟩ := hc
      obtain ⟨w1, w2⟩ := weight_decreases hσ hab hbc hcd
      have z1 := pos (reconnect σ b (σ a))
      have z2 := pos (reconnect σ a b)
      obtain ⟨k1, p1, q1⟩ := ih (weight (reconnect σ b (σ a))).toNat (by omega) _
        (reconnect_matching hσ b (σ a)) rfl
      obtain ⟨k2, p2, q2⟩ := ih (weight (reconnect σ a b)).toNat (by omega) _
        (reconnect_matching hσ a b) rfl
      refine ⟨fun τ => k1 τ + k2 τ, fun τ hτ => ?_, ?_⟩
      · by_cases h : k1 τ = 0
        · exact p2 τ fun h' => hτ (by simp [h, h'])
        · exact p1 τ h
      · rw [valenceBond_uncross hσ hab hbc hcd, q1, q2, ← Finset.sum_add_distrib]
        simp only [add_smul]

/-- Crossing structures add nothing: all valence-bond states of `2n` spins span the same complex
space as the non-crossing ones. -/
theorem span_valenceBond_eq_span_nonCrossing (n : ℕ) :
    Submodule.span ℂ (valenceBond '' {σ : Fin (2 * n) → Fin (2 * n) | IsPerfectMatching σ}) =
      Submodule.span ℂ (valenceBond ''
        {σ : Fin (2 * n) → Fin (2 * n) | IsPerfectMatching σ ∧ NonCrossing σ}) := by
  apply le_antisymm
  · rw [Submodule.span_le]
    rintro _ ⟨σ, hσ, rfl⟩
    obtain ⟨k, hk, h⟩ := valenceBond_eq_sum_nonCrossing σ hσ
    rw [h]
    refine Submodule.sum_mem _ fun τ _ => ?_
    by_cases h0 : k τ = 0
    · rw [h0, zero_smul]
      exact Submodule.zero_mem _
    · have hτ : valenceBond τ ∈ Submodule.span ℂ (valenceBond ''
          {σ : Fin (2 * n) → Fin (2 * n) | IsPerfectMatching σ ∧ NonCrossing σ}) :=
        Submodule.subset_span ⟨τ, hk τ h0, rfl⟩
      exact nsmul_mem hτ _
  · exact Submodule.span_mono (Set.image_mono fun σ h => h.1)

end RumerUncrossing
```

```lean
#print axioms RumerUncrossing.valenceBond_eq_sum_nonCrossing
#print axioms RumerUncrossing.span_valenceBond_eq_span_nonCrossing
```

```
'RumerUncrossing.valenceBond_eq_sum_nonCrossing' depends on axioms: [propext, Classical.choice, Quot.sound]
'RumerUncrossing.span_valenceBond_eq_span_nonCrossing' depends on axioms: [propext, Classical.choice, Quot.sound]
```

## Spanning is proved, independence is not

A pairing is a map `σ` sending each site to its partner. `IsPerfectMatching` says that `σ` is its own inverse and fixes no site. `valenceBond σ` is the amplitude on spin configurations, with the lower-numbered site first in each pair; this convention makes every sign positive. The circle is only a numbering, with no geometry or Hamiltonian.

`singletPair_uncross` checks the identity for all 16 spin assignments. `reconnect` swaps the roles of two sites, and `reconnect_matching` shows that the result is again a perfect matching. `prod_reconnect` isolates the common factor `r` of the untouched chords, which `valenceBond_uncross` multiplies into the identity. Its additive version serves `weight_decreases`, where `nlinarith` receives the products $qw$ and $pt$.

`valenceBond_eq_sum_nonCrossing` uses strong induction on the weight: a non-crossing state is its own expansion, and otherwise the coefficients `k1` and `k2` of the two reconnections add. `span_valenceBond_eq_span_nonCrossing` then gives equality of the complex spans.

Being its own inverse is not enough for `σ`. On two sites the identity map has this property, but its product is empty and gives amplitude 1 to every configuration, which is no multiple of the singlet.

The theorems do not show that the non-crossing states are linearly independent, so calling them a Rumer basis takes a further argument. No theorem states a bound on the number of uncrossing steps or on the size of the coefficients, although the falling weight implies one for each.
